# Ground-level degeneracy sets the low-temperature permutation probabilities of ideal bosons with finitely many levels

Two ideal bosons admit two permutations. The identity has two cycles of length one and weight z_1²; the exchange has one cycle of length two and weight z_2. Here z_k = ∑_i exp(−kβe_i), with β the inverse temperature and e_i the one-particle levels. If the lowest energy E₀ occurs g times, then at large β

z_1² ≈ g² exp(−2βE₀),  z_2 ≈ g exp(−2βE₀).

The exponentials cancel in the ratio, and the probabilities tend to g/(g+1) and 1/(g+1). They are equal only for g = 1.

For N particles, the probability of a permutation σ with c(σ) cycles tends to

g^c(σ) / (g(g+1)...(g+N−1)).

For N ≥ 2 these limits are all 1/N! exactly when g = 1. For non-interacting particles with finitely many levels, this gives a low-temperature reference for permutation sampling in path-integral Monte Carlo.

## From cycle weights to rising products

Let the cycles q of σ have lengths k_q, so that ∑_q k_q = N. The weight is W(σ) = ∏_q z_(k_q), and therefore

exp(NβE₀) W(σ) = ∏_q [exp(k_q βE₀) z_(k_q)].

Each bracket, with k = k_q > 0, equals

∑_i exp(−kβ(e_i − E₀)).

The g terms with e_i = E₀ are 1 and the others vanish as β → ∞. Each bracket tends to g, and the product to g^c(σ).

To normalise, we need S_N = ∑_σ g^c(σ). The number g^c(σ) counts the assignments of g orbitals to the particles that are constant along the cycles of σ. Now insert a new particle into a permutation of n particles. It either forms its own cycle, with g choices of orbital, or goes in front of one of the n others, whose orbital it must share. Every permutation of n+1 particles arises once in this way, so

S_(n+1) = (g+n) S_n,  S_0 = 1,

which gives S_N = g(g+1)...(g+N−1). Dividing the limits proves the formula.

If g = 1, the numerator is 1 and the denominator N!. If g ≥ 2, compare factors:

g(j+1) − (g+j) = j(g−1) ≥ 0,

strictly for j = 1, which occurs because N ≥ 2. Hence g^N N! > g(g+1)...(g+N−1), and the identity's limit exceeds 1/N!. For N = 1 the only permutation has probability 1 whatever g is.

## Cycles, weights and degeneracy in Lean

The type `ι` labels one-particle states, so a degenerate level appears once per state. Particles are the elements of `Fin N`.

```lean
import Mathlib

open Filter Topology

namespace BosonPermutationCycles

noncomputable section

variable {ι : Type*} [Fintype ι] {N : ℕ}
```

Cycles are the classes of the same-cycle relation, which makes a fixed particle a cycle of length one.

```lean
/-- The cycles of a permutation of `N` particles; a fixed particle is a cycle of length one. -/
def PermCycle (σ : Equiv.Perm (Fin N)) : Type :=
  Quotient (Equiv.Perm.SameCycle.setoid σ)

/-- The cycle on which a given particle lies. -/
def toCycle (σ : Equiv.Perm (Fin N)) (x : Fin N) : PermCycle σ :=
  Quotient.mk (Equiv.Perm.SameCycle.setoid σ) x

instance (σ : Equiv.Perm (Fin N)) : Finite (PermCycle σ) :=
  inferInstanceAs (Finite (Quotient (Equiv.Perm.SameCycle.setoid σ)))

instance (σ : Equiv.Perm (Fin N)) : Fintype (PermCycle σ) := Fintype.ofFinite _

/-- The number of particles on a cycle. -/
def cycleLength (σ : Equiv.Perm (Fin N)) (q : PermCycle σ) : ℕ :=
  Nat.card {x // toCycle σ x = q}

/-- The number of cycles of a permutation, fixed particles included. -/
def cycleCount (σ : Equiv.Perm (Fin N)) : ℕ := Nat.card (PermCycle σ)
```

The next definitions take the cycle product as the weight. Physically, it is the trace of the ideal-gas Boltzmann operator times a permutation operator; that factorisation is assumed here, not derived.

```lean
/-- The one-particle sum `z_k = ∑ exp (-k β e_i)` carried by a cycle of length `k`. -/
def cycleTrace (e : ι → ℝ) (β : ℝ) (k : ℕ) : ℝ := ∑ i, Real.exp (-(k * β * e i))

/-- The weight of a permutation: the product of `z_k` over its cycles. -/
def weight (e : ι → ℝ) (β : ℝ) (σ : Equiv.Perm (Fin N)) : ℝ :=
  ∏ q, cycleTrace e β (cycleLength σ q)

/-- The probability of a permutation, its weight divided by the sum of all weights;
meant for at least one level. -/
def prob (e : ι → ℝ) (β : ℝ) (σ : Equiv.Perm (Fin N)) : ℝ :=
  weight e β σ / ∑ τ : Equiv.Perm (Fin N), weight e β τ
```

Degeneracy means exact equality of energies, counted over the states that have none below them.

```lean
/-- The degeneracy of the lowest level: the number of one-particle states with none lower in energy.
-/
def groundDegeneracy (e : ι → ℝ) : ℕ := Nat.card {i // ∀ j, e i ≤ e j}
```

## Counting assignments and inserting a particle

Every particle lies on exactly one cycle, so counting particles cycle by cycle gives N.

```lean
/-- The lengths of the cycles add up to the number of particles. -/
theorem sum_cycleLength (σ : Equiv.Perm (Fin N)) : ∑ q, cycleLength σ q = N := by
  unfold cycleLength
  rw [← Nat.card_sigma, Nat.card_congr (Equiv.sigmaFiberEquiv (toCycle σ)),
    Nat.card_eq_fintype_card, Fintype.card_fin]
```

In the next proof, `hz` shows by induction on integer powers that an invariant assignment is constant along a cycle. The equivalence `E` then identifies such assignments with functions on the cycles.

```lean
/-- The ways to put particles into `g` orbitals that are unchanged by a permutation
number `g` to the power of its number of cycles. -/
theorem card_invariant (g : ℕ) (σ : Equiv.Perm (Fin N)) :
    Nat.card {f : Fin N → Fin g // ∀ x, f (σ x) = f x} = g ^ cycleCount σ := by
  -- an invariant assignment is constant along each cycle
  have hz : ∀ f : Fin N → Fin g, (∀ x, f (σ x) = f x) →
      ∀ i : ℤ, ∀ a, f ((σ ^ i) a) = f a := by
    intro f hf i
    refine Int.induction_on i ?_ ?_ ?_
    · intro a
      simp
    · intro k ih a
      rw [zpow_add_one, Equiv.Perm.mul_apply, ih, hf]
    · intro k ih a
      rw [zpow_sub_one, Equiv.Perm.mul_apply, ih]
      simpa using (hf (σ⁻¹ a)).symm
  let E : {f : Fin N → Fin g // ∀ x, f (σ x) = f x} ≃ (PermCycle σ → Fin g) :=
    { toFun := fun f => Quotient.lift f.1 (fun a b h => by
        obtain ⟨i, hi⟩ := h
        rw [← hi, hz f.1 f.2])
      invFun := fun k => ⟨fun x => k (toCycle σ x), fun x =>
        congrArg k (Quotient.sound ⟨-1, by simp⟩)⟩
      left_inv := fun _ => rfl
      right_inv := fun k => funext fun q => Quotient.inductionOn q fun _ => rfl }
  rw [Nat.card_congr E, Nat.card_fun, Nat.card_eq_fintype_card (α := Fin g),
    Fintype.card_fin, cycleCount]
```

Mathlib's `decomposeFin` encodes a permutation of n+1 particles as a pair `(p, τ)`: the new particle `0` is sent to `p`, and `p = 0` leaves it alone.

```lean
/-- Insert a new particle `0` into a permutation `τ`, in front of particle `p`, or on its own if
`p = 0`. An assignment of orbitals is unchanged by the result exactly if it is unchanged by `τ` and
`0` shares the orbital of `p`. -/
theorem invariant_insert_iff {n g : ℕ} (f : Fin (n + 1) → Fin g) (p : Fin (n + 1))
    (τ : Equiv.Perm (Fin n)) :
    (∀ x, f (Equiv.Perm.decomposeFin.symm (p, τ) x) = f x) ↔
      (∀ x : Fin n, f (τ x).succ = f x.succ) ∧ f p = f 0 := by
  have hs : f p = f 0 → ∀ y, f (Equiv.swap 0 p y) = f y := by
    intro h y
    rw [Equiv.swap_apply_def]
    split_ifs with h1 h2
    · rw [h1, h]
    · rw [h2, h]
    · rfl
  constructor
  · intro h
    have h0 := h 0
    rw [Equiv.Perm.decomposeFin_symm_apply_zero] at h0
    refine ⟨fun x => ?_, h0⟩
    have hx := h x.succ
    rwa [Equiv.Perm.decomposeFin_symm_apply_succ, hs h0] at hx
  · rintro ⟨h, h0⟩ x
    refine Fin.cases ?_ (fun y => ?_) x
    · rw [Equiv.Perm.decomposeFin_symm_apply_zero, h0]
    · rw [Equiv.Perm.decomposeFin_symm_apply_succ, hs h0, h y]
```

The product formula for S_N is proved by induction, with the recursion as the induction step. `C` separates the new particle's orbital from the others, and `Fin.sum_univ_succ` splits off the case `p = 0`, giving g + n.

```lean
/-- Summed over all permutations of `N` particles, `g` to the number of cycles gives
`g (g + 1) ... (g + N - 1)`. -/
theorem sum_pow_cycleCount (g N : ℕ) :
    ∑ σ : Equiv.Perm (Fin N), g ^ cycleCount σ = ∏ j ∈ Finset.range N, (g + j) := by
  have hS : ∀ (n : ℕ) (σ : Equiv.Perm (Fin n)), g ^ cycleCount σ =
      ∑ f : Fin n → Fin g, if ∀ x, f (σ x) = f x then 1 else 0 := by
    intro n σ
    rw [← card_invariant, Nat.card_eq_fintype_card, Fintype.card_subtype, Finset.card_filter]
  induction N with
  | zero => simp [hS]
  | succ n ih =>
    let C : (Fin n → Fin g) × Fin g ≃ (Fin (n + 1) → Fin g) :=
      { toFun := fun a => Fin.cons a.2 a.1
        invFun := fun f => (fun i => f i.succ, f 0)
        left_inv := fun _ => rfl
        right_inv := fun f => funext fun i => Fin.cases rfl (fun _ => rfl) i }
    have key : ∀ (p : Fin (n + 1)) (τ : Equiv.Perm (Fin n)),
        g ^ cycleCount (Equiv.Perm.decomposeFin.symm (p, τ)) =
          ∑ h : Fin n → Fin g, ∑ c : Fin g,
            if (∀ x, h (τ x) = h x) ∧ (Fin.cons c h : Fin (n + 1) → Fin g) p = c
              then 1 else 0 := by
      intro p τ
      rw [hS, ← Equiv.sum_comp C, Fintype.sum_prod_type]
      refine Finset.sum_congr rfl fun h _ => Finset.sum_congr rfl fun c _ => ?_
      exact if_congr (invariant_insert_iff (Fin.cons c h) p τ) rfl rfl
    rw [Finset.prod_range_succ, ← ih, Finset.sum_mul,
      ← Equiv.sum_comp Equiv.Perm.decomposeFin.symm, Fintype.sum_prod_type, Finset.sum_comm]
    refine Finset.sum_congr rfl fun τ _ => ?_
    simp_rw [key]
    rw [Finset.sum_comm, hS n τ, Finset.sum_mul]
    refine Finset.sum_congr rfl fun h _ => ?_
    -- the new particle is alone in `g` ways, or joins one of `n` others
    by_cases hi : ∀ x, h (τ x) = h x
    · rw [Fin.sum_univ_succ]
      simp [hi]
    · simp [hi]
```

## The limit β → ∞

The first lemma treats one bracket: `split_ifs` separates ground states, whose terms are 1, from excited ones, whose positive gap makes the exponential decay.

```lean
/-- Measured from the lowest level, `z_k` with `k > 0` tends to the ground degeneracy
as `β` grows. -/
theorem tendsto_cycleTrace (e : ι → ℝ) {i₀ : ι} (h₀ : ∀ j, e i₀ ≤ e j) {k : ℕ} (hk : 0 < k) :
    Tendsto (fun β : ℝ => Real.exp (k * β * e i₀) * cycleTrace e β k) atTop
      (𝓝 (groundDegeneracy e : ℝ)) := by
  classical
  have hg : (groundDegeneracy e : ℝ) = ∑ i, if (∀ j, e i ≤ e j) then (1 : ℝ) else 0 := by
    rw [groundDegeneracy, Nat.card_eq_fintype_card, Fintype.card_subtype, Finset.sum_boole]
  have hf : (fun β : ℝ => Real.exp (k * β * e i₀) * cycleTrace e β k) =
      fun β => ∑ i, Real.exp (-(k * (e i - e i₀) * β)) := by
    funext β
    rw [cycleTrace, Finset.mul_sum]
    refine Finset.sum_congr rfl fun i _ => ?_
    rw [← Real.exp_add]
    congr 1
    ring
  rw [hg, hf]
  refine tendsto_finsetSum _ fun i _ => ?_
  split_ifs with h
  · have hi : e i = e i₀ := le_antisymm (h i₀) (h₀ i)
    simp [hi]
  · have hlt : e i₀ < e i := lt_of_not_ge fun hle => h fun j => hle.trans (h₀ j)
    have hc : 0 < (k : ℝ) * (e i - e i₀) :=
      mul_pos (by exact_mod_cast hk) (sub_pos.2 hlt)
    exact Real.tendsto_exp_neg_atTop_nhds_zero.comp (tendsto_id.const_mul_atTop hc)
```

The exponential prefactor is distributed over the cycles using `sum_cycleLength`, and the finite product of limits is taken.

```lean
/-- Measured from the lowest level, the weight of a permutation tends to the ground degeneracy
to the power of its number of cycles. -/
theorem tendsto_weight (e : ι → ℝ) {i₀ : ι} (h₀ : ∀ j, e i₀ ≤ e j) (σ : Equiv.Perm (Fin N)) :
    Tendsto (fun β : ℝ => Real.exp (N * β * e i₀) * weight e β σ) atTop
      (𝓝 ((groundDegeneracy e : ℝ) ^ cycleCount σ)) := by
  have hpos : ∀ q, 0 < cycleLength σ q := by
    intro q
    obtain ⟨x, hx⟩ := Quotient.exists_rep q
    have : Nonempty {x // toCycle σ x = q} := ⟨⟨x, hx⟩⟩
    exact Nat.card_pos
  have hf : (fun β : ℝ => Real.exp (N * β * e i₀) * weight e β σ) = fun β =>
      ∏ q, (Real.exp (cycleLength σ q * β * e i₀) * cycleTrace e β (cycleLength σ q)) := by
    funext β
    rw [Finset.prod_mul_distrib, ← Real.exp_sum, ← Finset.sum_mul, ← Finset.sum_mul,
      ← Nat.cast_sum, sum_cycleLength, weight]
  have hc : (groundDegeneracy e : ℝ) ^ cycleCount σ =
      ∏ _q : PermCycle σ, (groundDegeneracy e : ℝ) := by
    rw [Finset.prod_const, Finset.card_univ, cycleCount, Nat.card_eq_fintype_card]
  rw [hf, hc]
  exact tendsto_finsetProd _ fun q _ => tendsto_cycleTrace e h₀ (hpos q)
```

The main theorem holds for every N, including zero, and any real levels, provided there is at least one. It concerns fixed N and a fixed finite spectrum, and gives no rate of convergence.

```lean
/-- For ideal bosons with finitely many levels, at least one, the lowest `g`-fold degenerate,
the probability of a permutation with `c` cycles tends to `g ^ c / (g (g + 1) ... (g + N - 1))`
as `β` grows. -/
theorem tendsto_prob [Nonempty ι] (e : ι → ℝ) (σ : Equiv.Perm (Fin N)) :
    Tendsto (fun β => prob e β σ) atTop
      (𝓝 ((groundDegeneracy e : ℝ) ^ cycleCount σ /
        ∏ j ∈ Finset.range N, ((groundDegeneracy e : ℝ) + j))) := by
  obtain ⟨i₀, h₀⟩ := Finite.exists_min e
  have : Nonempty {i // ∀ j, e i ≤ e j} := ⟨⟨i₀, h₀⟩⟩
  have hg : (0 : ℝ) < groundDegeneracy e := by
    exact_mod_cast (Nat.card_pos : 0 < Nat.card {i // ∀ j, e i ≤ e j})
  have hsum := tendsto_finsetSum (Finset.univ : Finset (Equiv.Perm (Fin N)))
    fun τ _ => tendsto_weight e h₀ τ
  have hlim : ∑ τ : Equiv.Perm (Fin N), (groundDegeneracy e : ℝ) ^ cycleCount τ =
      ∏ j ∈ Finset.range N, ((groundDegeneracy e : ℝ) + j) := by
    exact_mod_cast sum_pow_cycleCount (groundDegeneracy e) N
  rw [hlim] at hsum
  have hne : ∏ j ∈ Finset.range N, ((groundDegeneracy e : ℝ) + j) ≠ 0 :=
    Finset.prod_ne_zero_iff.2 fun j _ => by positivity
  -- the common factor `exp (N β E₀)` cancels in the ratio
  refine ((tendsto_weight e h₀ σ).div hsum hne).congr fun β => ?_
  simp only [Pi.div_apply]
  rw [← Finset.mul_sum, mul_div_mul_left _ _ (Real.exp_ne_zero _), prob]
```

In the final equivalence, the forward direction uses uniqueness of limits for the identity, whose N cycles are counted in `hone`, and then the factor comparison in `hlt`. The converse substitutes g = 1.

```lean
/-- For two or more ideal bosons with at least one level, all permutations become equally likely
as `β` grows if and only if the lowest level is not degenerate. -/
theorem uniform_iff [Nonempty ι] (e : ι → ℝ) (hN : 2 ≤ N) :
    (∀ σ : Equiv.Perm (Fin N),
      Tendsto (fun β => prob e β σ) atTop (𝓝 (1 / (Nat.factorial N : ℝ)))) ↔
      groundDegeneracy e = 1 := by
  have hfac : (Nat.factorial N : ℝ) ≠ 0 := by exact_mod_cast Nat.factorial_ne_zero N
  constructor
  · intro h
    obtain ⟨i₀, h₀⟩ := Finite.exists_min e
    have : Nonempty {i // ∀ j, e i ≤ e j} := ⟨⟨i₀, h₀⟩⟩
    have hg : 0 < groundDegeneracy e := Nat.card_pos
    -- the identity has `N` cycles
    have hone : cycleCount (1 : Equiv.Perm (Fin N)) = N := by
      have hb : Function.Bijective (toCycle (1 : Equiv.Perm (Fin N))) := by
        refine ⟨fun a b hab => ?_, fun q => Quotient.exists_rep q⟩
        obtain ⟨i, hi⟩ := Quotient.exact hab
        simpa using hi
      rw [cycleCount, ← Nat.card_eq_of_bijective _ hb, Nat.card_eq_fintype_card,
        Fintype.card_fin]
    have heq := tendsto_nhds_unique (tendsto_prob e 1) (h 1)
    rw [hone] at heq
    generalize groundDegeneracy e = g at hg heq ⊢
    have hgR : (0 : ℝ) < g := by exact_mod_cast hg
    have hne : ∏ j ∈ Finset.range N, ((g : ℝ) + j) ≠ 0 :=
      Finset.prod_ne_zero_iff.2 fun j _ => by positivity
    rw [div_eq_div_iff hne hfac, one_mul] at heq
    have hnat : g ^ N * Nat.factorial N = ∏ j ∈ Finset.range N, (g + j) := by
      exact_mod_cast heq
    by_contra hg1
    -- for `g ≥ 2` compare the factors `g + j` and `g (j + 1)`
    have hlt : ∏ j ∈ Finset.range N, (g + j) < ∏ j ∈ Finset.range N, (g * (j + 1)) := by
      refine Finset.prod_lt_prod (fun j _ => by omega) (fun j _ => ?_)
        ⟨1, Finset.mem_range.2 (by omega), by omega⟩
      nlinarith [Nat.mul_le_mul_right j hg]
    rw [Finset.prod_mul_distrib, Finset.prod_const, Finset.card_range,
      Finset.prod_range_add_one_eq_factorial, hnat] at hlt
    exact lt_irrefl _ hlt
  · intro hg σ
    have hp : ∏ j ∈ Finset.range N, (1 + j) = Nat.factorial N := by
      rw [← Finset.prod_range_add_one_eq_factorial]
      exact Finset.prod_congr rfl fun j _ => add_comm 1 j
    have hpR : ∏ j ∈ Finset.range N, ((1 : ℝ) + j) = Nat.factorial N := by
      exact_mod_cast hp
    have ht := tendsto_prob e σ
    rwa [hg, Nat.cast_one, one_pow, hpR] at ht

end

end BosonPermutationCycles
```

```lean
#print axioms BosonPermutationCycles.tendsto_prob
#print axioms BosonPermutationCycles.uniform_iff
```

```
'BosonPermutationCycles.tendsto_prob' depends on axioms: [propext, Classical.choice, Quot.sound]
'BosonPermutationCycles.uniform_iff' depends on axioms: [propext, Classical.choice, Quot.sound]
```
